# Two configurations of the same masses have equal inertia tensors exactly when a kinematic rotation connects them

For positive masses \(m_i\), two configurations \(x, y\) of \(n\) points in \(\mathbb R^3\) have equal inertia tensors about the origin if and only if some real orthogonal \(n\times n\) matrix \(O\) satisfies \(\sqrt{m_i}\,y_i=\sum_j O_{ij}\sqrt{m_j}\,x_j\) for all \(i\). Such an \(O\), called a kinematic rotation here, mixes the particle labels and leaves the Cartesian axes alone.

In Lean 4 with Mathlib:

```lean
import Mathlib

open Matrix

namespace KinematicRotations

noncomputable section

variable {ι κ : Type*} [Fintype ι] [DecidableEq ι]

/-- The inertia tensor about the origin of point masses `m i` at positions `x i`. -/
def inertia {ι : Type*} [Fintype ι] (m : ι → ℝ) (x : ι → Fin 3 → ℝ) :
    Matrix (Fin 3) (Fin 3) ℝ :=
  ∑ i, m i • ((x i ⬝ᵥ x i) • (1 : Matrix (Fin 3) (Fin 3) ℝ) - vecMulVec (x i) (x i))

/-- The Cartesian component `a` of all mass-weighted positions, as a vector indexed by the
particles. -/
def massColumn {ι : Type*} (m : ι → ℝ) (x : ι → Fin 3 → ℝ) (a : Fin 3) : ι → ℝ :=
  fun i => √(m i) * x i a

/-- The matrix `O` is orthogonal and mixes the mass-weighted positions of the configuration `x`
into those of `y`. -/
def IsKinematicRotation (m : ι → ℝ) (O : Matrix ι ι ℝ) (x y : ι → Fin 3 → ℝ) : Prop :=
  Oᵀ * O = 1 ∧ ∀ i, √(m i) • y i = ∑ j, O i j • (√(m j) • x j)

/-- An orthogonal matrix preserves dot products. -/
theorem dot_preserved {O : Matrix ι ι ℝ} (h : Oᵀ * O = 1) (u v : ι → ℝ) :
    (O *ᵥ u) ⬝ᵥ (O *ᵥ v) = u ⬝ᵥ v := by
  rw [Matrix.dotProduct_mulVec, ← Matrix.mulVec_transpose, Matrix.mulVec_mulVec, h,
    Matrix.one_mulVec]

/-- For two vectors of equal length, some orthogonal matrix carries the first to the second and
fixes every vector that has the same dot product with both. -/
theorem exists_reflection (c b : ι → ℝ) (h : c ⬝ᵥ c = b ⬝ᵥ b) :
    ∃ H : Matrix ι ι ℝ, Hᵀ * H = 1 ∧ H *ᵥ c = b ∧
      ∀ v, v ⬝ᵥ c = v ⬝ᵥ b → H *ᵥ v = v := by
  by_cases hcb : c = b
  · exact ⟨1, by simp, by simp [hcb], fun v _ => by simp⟩
  -- reflect in the hyperplane orthogonal to the difference w = c - b
  obtain ⟨w, hw⟩ : ∃ w, w = c - b := ⟨_, rfl⟩
  have hq : w ⬝ᵥ w ≠ 0 := fun h0 =>
    hcb (sub_eq_zero.mp (hw ▸ dotProduct_self_eq_zero.mp h0))
  obtain ⟨s, hs⟩ : ∃ s : ℝ, s * (w ⬝ᵥ w) = 2 := ⟨2 / (w ⬝ᵥ w), div_mul_cancel₀ _ hq⟩
  have hP : ∀ v, vecMulVec w w *ᵥ v = (w ⬝ᵥ v) • w := by
    intro v
    ext i
    simp only [Matrix.mulVec, dotProduct, Matrix.vecMulVec_apply, Pi.smul_apply, smul_eq_mul,
      Finset.sum_mul]
    exact Finset.sum_congr rfl fun j _ => by ring
  have hact : ∀ v, (1 - s • vecMulVec w w) *ᵥ v = v - (s * (w ⬝ᵥ v)) • w := by
    intro v
    rw [Matrix.sub_mulVec, Matrix.one_mulVec, Matrix.smul_mulVec, hP, smul_smul]
  have hPt : (vecMulVec w w)ᵀ = vecMulVec w w := by
    ext i j
    simp [Matrix.vecMulVec_apply, mul_comm]
  have hPP : vecMulVec w w * vecMulVec w w = (w ⬝ᵥ w) • vecMulVec w w := by
    ext i j
    simp only [Matrix.mul_apply, Matrix.vecMulVec_apply, Matrix.smul_apply, smul_eq_mul,
      dotProduct, Finset.sum_mul]
    exact Finset.sum_congr rfl fun k _ => by ring
  refine ⟨1 - s • vecMulVec w w, ?_, ?_, ?_⟩
  · rw [Matrix.transpose_sub, Matrix.transpose_one, Matrix.transpose_smul, hPt]
    have h2 : (s * (s * (w ⬝ᵥ w))) • vecMulVec w w = (2 * s) • vecMulVec w w := by
      rw [hs, mul_comm]
    simp only [sub_mul, mul_sub, one_mul, mul_one, smul_mul_assoc, mul_smul_comm, hPP]
    linear_combination (norm := module) h2
  · have h1 : s * (w ⬝ᵥ c) = 1 := by
      have h3 : w ⬝ᵥ w = 2 * (w ⬝ᵥ c) := by
        rw [hw]
        simp only [sub_dotProduct, dotProduct_sub]
        rw [dotProduct_comm c b]
        linarith
      rw [h3] at hs
      linarith
    rw [hact, h1, one_smul, hw, sub_sub_cancel]
  · intro v hv
    have h0 : w ⬝ᵥ v = 0 := by
      rw [dotProduct_comm, hw, dotProduct_sub, hv, sub_self]
    rw [hact, h0, mul_zero, zero_smul, sub_zero]

/-- Two families of vectors with the same mutual dot products are related, on any finite set of
labels, by one orthogonal matrix. -/
theorem exists_orthogonal_of_gram_eq (a b : κ → ι → ℝ)
    (h : ∀ j k, a j ⬝ᵥ a k = b j ⬝ᵥ b k) (s : Finset κ) :
    ∃ O : Matrix ι ι ℝ, Oᵀ * O = 1 ∧ ∀ j ∈ s, O *ᵥ a j = b j := by
  classical
  induction s using Finset.induction_on with
  | empty => exact ⟨1, by simp, by simp⟩
  | insert k s hk ih =>
    obtain ⟨O, hO, hs⟩ := ih
    -- one further reflection aligns the new vector and leaves the earlier ones in place
    obtain ⟨H, hH, hc, hfix⟩ := exists_reflection (O *ᵥ a k) (b k)
      (by rw [dot_preserved hO, h])
    refine ⟨H * O, ?_, ?_⟩
    · rw [Matrix.transpose_mul, Matrix.mul_assoc, ← Matrix.mul_assoc Hᵀ, hH, Matrix.one_mul, hO]
    · intro j hj
      rw [← Matrix.mulVec_mulVec]
      rcases Finset.mem_insert.mp hj with rfl | hj
      · exact hc
      · rw [hs j hj]
        apply hfix
        rw [← h j k, ← hs j hj, dot_preserved hO]

omit [DecidableEq ι] in
/-- For non-negative masses, the inertia tensor written through the dot products of the
mass-weighted columns. -/
theorem inertia_apply {m : ι → ℝ} (hm : ∀ i, 0 ≤ m i) (x : ι → Fin 3 → ℝ) (a b : Fin 3) :
    inertia m x a b = (∑ c, massColumn m x c ⬝ᵥ massColumn m x c) *
      (1 : Matrix (Fin 3) (Fin 3) ℝ) a b - massColumn m x a ⬝ᵥ massColumn m x b := by
  have hd : ∀ a b, massColumn m x a ⬝ᵥ massColumn m x b = ∑ i, m i * (x i a * x i b) := by
    intro a b
    refine Finset.sum_congr rfl fun i _ => ?_
    simp only [massColumn]
    linear_combination (x i a * x i b) * Real.mul_self_sqrt (hm i)
  simp only [hd]
  simp only [inertia, Matrix.sum_apply, Matrix.smul_apply, Matrix.sub_apply,
    Matrix.vecMulVec_apply, smul_eq_mul, dotProduct, Fin.sum_univ_three]
  rw [← Finset.sum_add_distrib, ← Finset.sum_add_distrib, Finset.sum_mul,
    ← Finset.sum_sub_distrib]
  exact Finset.sum_congr rfl fun i _ => by ring

omit [DecidableEq ι] in
/-- For non-negative masses, two configurations have equal inertia tensors exactly when their
mass-weighted columns have the same mutual dot products. -/
theorem inertia_eq_iff_gram {m : ι → ℝ} (hm : ∀ i, 0 ≤ m i) (x y : ι → Fin 3 → ℝ) :
    inertia m x = inertia m y ↔ ∀ a b,
      massColumn m x a ⬝ᵥ massColumn m x b = massColumn m y a ⬝ᵥ massColumn m y b := by
  constructor
  · intro h a b
    have e : ∀ a b, inertia m x a b = inertia m y a b := fun a b => by rw [h]
    simp only [inertia_apply hm, Fin.sum_univ_three] at e
    have h0 := e 0 0
    have h1 := e 1 1
    have h2 := e 2 2
    simp only [Matrix.one_apply_eq, mul_one] at h0 h1 h2
    -- the trace of the inertia tensor is twice the sum of the squared column lengths
    linear_combination (1 : Matrix (Fin 3) (Fin 3) ℝ) a b * (h0 + h1 + h2) / 2 - e a b
  · intro h
    ext a b
    simp only [inertia_apply hm, h]

/-- For an orthogonal matrix `O`, mixing the mass-weighted positions of `x` by `O` gives those of
`y` exactly when `O` carries each column of `x` to that of `y`. -/
theorem mixing_iff (m : ι → ℝ) (O : Matrix ι ι ℝ) (x y : ι → Fin 3 → ℝ) :
    IsKinematicRotation m O x y ↔
      Oᵀ * O = 1 ∧ ∀ a, O *ᵥ massColumn m x a = massColumn m y a := by
  refine and_congr_right fun _ => ⟨fun h a => ?_, fun h i => ?_⟩
  · ext i
    have e := congrFun (h i) a
    simp only [Finset.sum_apply, Pi.smul_apply, smul_eq_mul] at e
    exact e.symm
  · ext a
    have e := congrFun (h a) i
    simp only [Finset.sum_apply, Pi.smul_apply, smul_eq_mul]
    exact e.symm

/-- Two configurations of the same non-negative masses have equal inertia tensors about the origin
if and only if a kinematic rotation carries one to the other. -/
theorem inertia_eq_iff_kinematicRotation {m : ι → ℝ} (hm : ∀ i, 0 ≤ m i)
    (x y : ι → Fin 3 → ℝ) :
    inertia m x = inertia m y ↔ ∃ O : Matrix ι ι ℝ, IsKinematicRotation m O x y := by
  simp only [mixing_iff, inertia_eq_iff_gram hm]
  constructor
  · intro h
    obtain ⟨O, hO, hc⟩ := exists_orthogonal_of_gram_eq _ _ h Finset.univ
    exact ⟨O, hO, fun a => hc a (Finset.mem_univ a)⟩
  · rintro ⟨O, hO, hc⟩ a b
    rw [← hc a, ← hc b, dot_preserved hO]

/-- For non-negative masses, if `∑ i, m i • x i` and `∑ i, m i • y i` vanish and the inertia tensors
are equal, the kinematic rotation can be chosen to fix the vector of square roots of the masses. -/
theorem exists_kinematicRotation_fixing_sqrt_mass {m : ι → ℝ} (hm : ∀ i, 0 ≤ m i)
    {x y : ι → Fin 3 → ℝ} (hx : ∑ i, m i • x i = 0) (hy : ∑ i, m i • y i = 0)
    (h : inertia m x = inertia m y) :
    ∃ O : Matrix ι ι ℝ, IsKinematicRotation m O x y ∧
      O *ᵥ (fun i => √(m i)) = fun i => √(m i) := by
  have hz : ∀ z : ι → Fin 3 → ℝ, ∑ i, m i • z i = 0 → ∀ a,
      (fun i => √(m i)) ⬝ᵥ massColumn m z a = 0 := by
    intro z hz a
    have e := congrFun hz a
    simp only [Finset.sum_apply, Pi.smul_apply, smul_eq_mul, Pi.zero_apply] at e
    rw [← e]
    refine Finset.sum_congr rfl fun i _ => ?_
    simp only [massColumn]
    linear_combination z i a * Real.mul_self_sqrt (hm i)
  -- the vector of square roots of the masses joins the three columns as a fourth one
  let f : (ι → Fin 3 → ℝ) → Option (Fin 3) → ι → ℝ :=
    fun z o => o.elim (fun i => √(m i)) (massColumn m z)
  have hg : ∀ j k, f x j ⬝ᵥ f x k = f y j ⬝ᵥ f y k := by
    rintro (_ | a) (_ | b)
    · rfl
    · exact (hz x hx b).trans (hz y hy b).symm
    · rw [dotProduct_comm, dotProduct_comm (f y _)]
      exact (hz x hx a).trans (hz y hy a).symm
    · exact (inertia_eq_iff_gram hm x y).mp h a b
  obtain ⟨O, hO, hc⟩ := exists_orthogonal_of_gram_eq (f x) (f y) hg Finset.univ
  exact ⟨O, (mixing_iff m O x y).mpr ⟨hO, fun a => hc (some a) (Finset.mem_univ _)⟩,
    hc none (Finset.mem_univ _)⟩

/-- Two unit masses at 5 and 0 on the first axis have the same inertia tensor as at 3 and 4,
while their squared separations are 25 and 1. -/
theorem equal_inertia_different_distance :
    inertia ![1, 1] ![![5, 0, 0], ![0, 0, 0]] = inertia ![1, 1] ![![3, 0, 0], ![4, 0, 0]] ∧
      (![5, 0, 0] - ![0, 0, 0] : Fin 3 → ℝ) ⬝ᵥ (![5, 0, 0] - ![0, 0, 0]) = 25 ∧
      (![3, 0, 0] - ![4, 0, 0] : Fin 3 → ℝ) ⬝ᵥ (![3, 0, 0] - ![4, 0, 0]) = 1 := by
  refine ⟨?_, ?_, ?_⟩
  · ext a b
    fin_cases a <;> fin_cases b <;>
      norm_num [inertia, Fin.sum_univ_succ, Matrix.vecMulVec_apply, dotProduct, Matrix.one_apply]
  · norm_num [dotProduct, Fin.sum_univ_succ]
  · norm_num [dotProduct, Fin.sum_univ_succ]

end

end KinematicRotations
```

```lean
#print axioms KinematicRotations.inertia_eq_iff_kinematicRotation
-- 'KinematicRotations.inertia_eq_iff_kinematicRotation' depends on axioms: [propext, Classical.choice, Quot.sound]
#print axioms KinematicRotations.exists_kinematicRotation_fixing_sqrt_mass
-- 'KinematicRotations.exists_kinematicRotation_fixing_sqrt_mass' depends on axioms: [propext, Classical.choice, Quot.sound]
#print axioms KinematicRotations.equal_inertia_different_distance
-- 'KinematicRotations.equal_inertia_different_distance' depends on axioms: [propext, Classical.choice, Quot.sound]
```

## Particles, masses and the mixing matrix

The particles are labelled by a finite type `ι`, and `x i` is the position of particle `i`, a vector with three real components. The definition `inertia m x` is the usual tensor about the origin,
\[
I(x)=\sum_i m_i\left(|x_i|^2\,\mathbb 1-x_ix_i^{\mathsf T}\right),
\]
with `vecMulVec (x i) (x i)` as the outer product. Both configurations carry the same masses.

`IsKinematicRotation m O x y` says that \(O^{\mathsf T}O=\mathbb 1\) and that the mixing equation above holds. The determinant may be \(+1\) or \(-1\), so the word "rotation" includes reflections here.

The main theorem, `inertia_eq_iff_kinematicRotation`, assumes only `0 ≤ m i`, which covers positive masses. A particle of zero mass contributes nothing to the tensor or to the mass-weighted positions, so its location is unconstrained.

The tensors are compared entry by entry in fixed axes. Equality of the principal moments alone would be a weaker condition, since the principal axes could then differ.

The result bears on those hyperspherical descriptions of few-body quantum systems in which the principal axes and moments supply some of the coordinates and kinematic angles the rest, but it concerns only finite sets of classical point positions, with no dynamics.

## From the inertia tensor to the dot products of three columns

For each Cartesian index \(a\), collect that component of all mass-weighted positions into a vector \(X_a\in\mathbb R^n\) with entries \((X_a)_i=\sqrt{m_i}\,x_{ia}\). This is `massColumn m x a`; let \(Y_a\) be the same for \(y\). Since \(\sqrt{m_i}\sqrt{m_i}=m_i\),
\[
X_a\cdot X_b=\sum_i m_i x_{ia}x_{ib},\qquad
I_{ab}(x)=\delta_{ab}\sum_c X_c\cdot X_c-X_a\cdot X_b .
\]
The second formula is `inertia_apply`. Its trace is \(3\sum_c X_c\cdot X_c-\sum_c X_c\cdot X_c=2\sum_c X_c\cdot X_c\), and therefore
\[
X_a\cdot X_b=\tfrac12\,\delta_{ab}\operatorname{tr}I(x)-I_{ab}(x).
\]
The tensor and the dot products of the columns determine each other, so \(I(x)=I(y)\) holds exactly when \(X_a\cdot X_b=Y_a\cdot Y_b\) for all \(a,b\). This is `inertia_eq_iff_gram`. The `linear_combination` in its proof is the last display: half the sum of the three diagonal equations, times \(\delta_{ab}\), minus the equation for the entry \(ab\).

In terms of columns, the mixing equation reads \(OX_a=Y_a\) for \(a=0,1,2\), as `mixing_iff` records. It remains to find one orthogonal matrix that carries all three columns at once.

## Aligning the columns by reflections

Let \(c\) and \(b\) now be two vectors in \(\mathbb R^n\) of equal length. If \(c=b\), the identity carries one to the other. Otherwise put \(w=c-b\), \(s=2/(w\cdot w)\) and \(H=\mathbb 1-s\,ww^{\mathsf T}\). This is the reflection in `exists_reflection`, and it has three properties.

- It is orthogonal: \(H^{\mathsf T}H=\mathbb 1-2s\,ww^{\mathsf T}+s^2(w\cdot w)\,ww^{\mathsf T}=\mathbb 1\), because \(s(w\cdot w)=2\).
- It carries \(c\) to \(b\): equal lengths give \(w\cdot w=2c\cdot c-2b\cdot c=2\,w\cdot c\), so \(s(w\cdot c)=1\) and \(Hc=c-w=b\).
- It fixes every \(v\) with \(v\cdot c=v\cdot b\), because then \(w\cdot v=0\).

`exists_orthogonal_of_gram_eq` applies this repeatedly to families \(a_j\), \(b_j\) with \(a_j\cdot a_k=b_j\cdot b_k\). Suppose \(O\) is orthogonal and already carries \(a_j\) to \(b_j\) for every \(j\) in some finite set of labels, and let \(k\) be a new label. The vectors \(Oa_k\) and \(b_k\) have equal length, so a reflection \(H\) carries the first to the second. For each earlier \(j\),
\[
b_j\cdot Oa_k=Oa_j\cdot Oa_k=a_j\cdot a_k=b_j\cdot b_k ,
\]
so \(H\) fixes \(b_j\). The product \(HO\) is orthogonal and handles the enlarged set. The induction starts from the empty set with the identity, and it needs no linear independence, so collinear and planar configurations are included.

With the three columns as the family, this proves that equal tensors give a kinematic rotation. Conversely, if \(OX_a=Y_a\), then \(Y_a\cdot Y_b=OX_a\cdot OX_b=X_a\cdot X_b\) by `dot_preserved`, and the tensors agree.

## Keeping the centre of mass at the origin

Let \(u\in\mathbb R^n\) have entries \(\sqrt{m_i}\). Then \(u\cdot X_a=\sum_i m_ix_{ia}\), which vanishes when the centre of mass is at the origin. If this holds for both configurations and their tensors agree, `exists_kinematicRotation_fixing_sqrt_mass` gives a kinematic rotation with \(Ou=u\). In few-body theory the name usually means an orthogonal mixing of the \(n-1\) mass-scaled Jacobi vectors, which corresponds to an \(O\) of this kind. The proof adds \(u\) to both families as a fourth vector, labelled `none` in `Option (Fin 3)`, and runs the same induction.

Without the centre-of-mass conditions this can fail for a single particle. A unit mass at \((1,0,0)\) and one at \((-1,0,0)\) have the same tensor, but the only \(1\times1\) matrix connecting them is \(O=-1\), which sends \(u=1\) to \(-1\).

## Equal tensors with different distances

`equal_inertia_different_distance` places two unit masses on the first axis, at 5 and 0 and then at 3 and 4. Both tensors about the origin are \(\operatorname{diag}(0,25,25)\), since \(5^2+0^2=3^2+4^2\), yet the separations are 5 and 1. No rigid motion relates the two configurations. The reflection construction gives the connecting matrix
\[
O=\begin{pmatrix}3/5&4/5\\4/5&-3/5\end{pmatrix}.
\]
Neither centre of mass is at the origin in this example.

Exchanging the roles of particles and axes in the reflection argument gives a neighbouring result about ordinary rotations and reflections of space: if \(x_i\cdot x_j=y_i\cdot y_j\) for all \(i\) and \(j\), including \(i=j\), one orthogonal \(3\times3\) matrix carries every \(x_i\) to \(y_i\).
